# A Gaussian with symmetric exponent matrix A antisymmetrises to zero exactly when an odd permutation fixes A

Let A be a real symmetric N × N matrix, and let x_i be the position of particle i in R³. The signed sum over all permutation matrices P of

exp(−Σ_ij (PᵀAP)_ij x_i·x_j)

is zero for every choice of positions if and only if PᵀAP = A for some odd permutation.

## Correlated Gaussians and spin-polarised fermions

The function

G_A(x) = exp(−Σ_ij A_ij x_i·x_j)

is an explicitly correlated Gaussian centred at the origin. Its off-diagonal entries couple the positions of different particles. For identical fermions that all occupy the same spin state, the spatial wavefunction must change sign under every exchange, so a trial Gaussian is antisymmetrised before use:

S_A(x) = Σ_σ sign(σ) G_A(x∘σ), where (x∘σ)_i = x_σ(i).

If S_A is identically zero, the trial function contributes nothing to a variational basis and produces a zero row and column in the overlap matrix. For origin-centred Gaussians under this purely spatial antisymmetriser, the theorem says which exponent matrices have that defect.

## What the theorem says, object by object

The particle labels form a finite type `ι`, and a configuration is a function `x : ι → E`. Here `E` is any nonzero real inner product space, R³ among them. The Gaussian is `ecg A`. Its exponent runs over all ordered pairs (i, j) without a factor 1/2, so each off-diagonal coupling enters twice.

`permMat σ` has entry 1 at (i, j) when i = σ(j), and `relabel σ A` is PᵀAP. Write A^σ for this matrix; its entries are A_σ(i)σ(j). `antisymmetrise` is the sum S_A above, without the factor 1/N!.

The main theorem, `antisymmetrise_eq_zero_iff`, assumes `A.IsSymm` and equates two statements: the antisymmetrised Gaussian is zero at every `x`, and there is a `σ` of sign −1 with `relabel σ A = A`.

Symmetry of A matters because the Gaussian sees only the symmetric part. The matrix with rows (1, 1) and (0, 1) is not fixed by the exchange of the two particles, yet its Gaussian is, so the signed sum vanishes. Positive definiteness is not assumed, so the statement also includes Gaussians that are not normalisable. Shifted centres, polynomial prefactors and spin functions are absent from the model. In particular, a two-electron singlet has a symmetric spatial part, and the criterion does not apply to it.

## Why an odd symmetry destroys the Gaussian

Permuting positions and matrix together only renames the summation indices:

G_{A^σ}(x∘σ) = G_A(x).

Replacing x by x∘σ⁻¹ gives G_A(x∘σ⁻¹) = G_{A^σ}(x). Since σ and σ⁻¹ have the same sign, summing over σ⁻¹ instead of σ yields

S_A(x) = Σ_σ sign(σ) G_{A^σ}(x),

which is the signed sum in the opening statement.

Now let τ be odd with A^τ = A. Then G_A(x∘σ∘τ) = G_A(x∘σ) for every σ. As σ runs over all permutations, so does στ, and therefore

S_A(x) = Σ_σ sign(στ) G_A(x∘σ∘τ) = −Σ_σ sign(σ) G_A(x∘σ) = −S_A(x).

Hence S_A(x) = 0.

## Why nothing else destroys it

Suppose S_A vanishes everywhere but no odd permutation fixes A.

**A configuration that separates the matrices.** For each σ with A^σ ≠ A, the matrix B = A^σ − A is symmetric and nonzero. Its quadratic form yᵀBy is then a nonzero polynomial in y. Otherwise the unit vectors e_a would give B_aa = 0, and the vectors e_a + e_b would give B_aa + B_bb + 2B_ab = 0, so B would be zero. The product of these finitely many polynomials is again nonzero, so there is a real vector y at which none of them vanishes. At this y,

yᵀA^σy = yᵀAy only if A^σ = A.

**Powers from stretching.** Choose v ≠ 0 in the position space and place the particles on a line, x_i = √k y_i v, with k = 0, 1, 2, … Then

G_{A^σ}(x) = r_σ^k, with r_σ = exp(−|v|² yᵀA^σy).

The assumption S_A = 0 becomes Σ_σ sign(σ) r_σ^k = 0 for every k.

**Isolating one value.** Taking linear combinations over k gives Σ_σ sign(σ) p(r_σ) = 0 for every polynomial p. Let t = exp(−|v|² yᵀAy) be the value belonging to the identity, and take p(z) as the product of (z − r_σ) over all σ with r_σ ≠ t. Only the terms with r_σ = t survive:

p(t) · Σ_{σ: r_σ = t} sign(σ) = 0, with p(t) ≠ 0.

So the signs of the permutations with r_σ = t add up to zero. By the choice of y, these are exactly the permutations that fix A. All of them are even by assumption, and the identity is one of them, so their signs add up to at least 1. This is a contradiction.

## Two consequences for the diagonal

If the diagonal entries of A are pairwise distinct, then A^σ = A forces A_σ(i)σ(i) = A_ii, hence σ(i) = i for all i. Only the identity fixes A, and the Gaussian survives.

For two particles, labelled 0 and 1, the only odd permutation is the exchange. It fixes a symmetric A exactly when A_00 = A_11, whatever the coupling A_01.

## Three particles with equal diagonal entries

Distinct diagonal entries are sufficient for survival but not necessary. Take particles 0, 1, 2 with

A_00 = A_11 = A_22 = 1, A_01 = 0, A_02 = 1/4, A_12 = 1/2.

Put them on a line at the coordinates (1, −1, 2). The squares sum to 6, so for any ordering (y_0, y_1, y_2) of these coordinates the exponent is −Q with

Q = 6 + y_0y_2/2 + y_1y_2.

- Even orderings: (1, −1, 2) gives Q = 5, (−1, 2, 1) gives 7.5, and (2, 1, −1) gives 4.
- Odd orderings: (−1, 1, 2) gives Q = 7, (2, −1, 1) gives 6, and (1, 2, −1) gives 3.5.

The signed sum is

e^−5 + e^−7.5 + e^−4 − e^−7 − e^−6 − e^−3.5 ≈ −0.0080,

so this Gaussian survives. If A_02 is raised to 1/2, the exchange of particles 0 and 1 fixes A. Then Q = 6 + (y_0 + y_1)y_2, the values are 6, 7 and 3 for both the even and the odd orderings, and the sum is zero.

## The Lean file

```lean
import Mathlib

open Matrix

namespace AntisymmetrisedGaussian

noncomputable section

variable {ι : Type*} [Fintype ι] [DecidableEq ι]
variable {E : Type*} [NormedAddCommGroup E] [InnerProductSpace ℝ E]

/-- The permutation matrix `P` of `σ`, with `P i j = 1` when `i = σ j` and `0` otherwise. -/
def permMat (σ : Equiv.Perm ι) : Matrix ι ι ℝ :=
  Matrix.of fun i j => if i = σ j then 1 else 0

/-- The exponent matrix `Pᵀ A P` after relabelling the particles by `σ`. -/
def relabel (σ : Equiv.Perm ι) (A : Matrix ι ι ℝ) : Matrix ι ι ℝ :=
  (permMat σ)ᵀ * A * permMat σ

/-- The explicitly correlated Gaussian `exp(-Σ A i j x_i·x_j)` of the particle positions `x`. -/
def ecg (A : Matrix ι ι ℝ) (x : ι → E) : ℝ :=
  Real.exp (-∑ i, ∑ j, A i j * inner ℝ (x i) (x j))

/-- The (unnormalised) antisymmetriser: the signed sum of `f` over all permutations of the
particles. -/
def antisymmetrise (f : (ι → E) → ℝ) (x : ι → E) : ℝ :=
  ∑ σ : Equiv.Perm ι, ((Equiv.Perm.sign σ : ℤ) : ℝ) * f (x ∘ σ)

/-- The entries of `Pᵀ A P` are the entries of `A` at the permuted labels. -/
theorem relabel_apply (σ : Equiv.Perm ι) (A : Matrix ι ι ℝ) (i j : ι) :
    relabel σ A i j = A (σ i) (σ j) := by
  simp [relabel, permMat, Matrix.mul_apply]

/-- Permuting the positions and the exponent matrix together leaves the Gaussian unchanged. -/
theorem ecg_relabel (σ : Equiv.Perm ι) (A : Matrix ι ι ℝ) (x : ι → E) :
    ecg (relabel σ A) (x ∘ σ) = ecg A x := by
  have h : ∑ i, ∑ j, A (σ i) (σ j) * inner ℝ (x (σ i)) (x (σ j))
      = ∑ i, ∑ j, A i j * inner ℝ (x i) (x j) :=
    Eq.trans
      (Finset.sum_congr rfl fun i _ =>
        Equiv.sum_comp σ (fun j => A (σ i) j * inner ℝ (x (σ i)) (x j)))
      (Equiv.sum_comp σ (fun i => ∑ j, A i j * inner ℝ (x i) (x j)))
  simp only [ecg, relabel_apply, Function.comp_apply]
  rw [h]

/-- Antisymmetrising a Gaussian gives the signed sum of the Gaussians with matrices `Pᵀ A P`. -/
theorem antisymmetrise_ecg (A : Matrix ι ι ℝ) (x : ι → E) :
    antisymmetrise (ecg A) x
      = ∑ σ : Equiv.Perm ι, ((Equiv.Perm.sign σ : ℤ) : ℝ) * ecg (relabel σ A) x := by
  refine (Equiv.sum_comp (Equiv.inv (Equiv.Perm ι))
    (fun σ => ((Equiv.Perm.sign σ : ℤ) : ℝ) * ecg A (x ∘ σ))).symm.trans
    (Finset.sum_congr rfl fun σ _ => ?_)
  have h := ecg_relabel σ A (x ∘ ⇑σ⁻¹)
  have e : (x ∘ ⇑σ⁻¹) ∘ ⇑σ = x := by
    funext i
    simp
  rw [e] at h
  simp only [Equiv.inv_apply, Equiv.Perm.sign_inv]
  rw [h]

/-- Finitely many nonzero symmetric matrices have a common vector at which none of their
quadratic forms vanishes. -/
theorem exists_generic_point {κ : Type*} (s : Finset κ) (B : κ → Matrix ι ι ℝ)
    (hB : ∀ k ∈ s, (B k).IsSymm) (h0 : ∀ k ∈ s, B k ≠ 0) :
    ∃ y : ι → ℝ, ∀ k ∈ s, y ⬝ᵥ B k *ᵥ y ≠ 0 := by
  let p : κ → MvPolynomial ι ℝ := fun k =>
    ∑ i, ∑ j, MvPolynomial.X i * (MvPolynomial.C (B k i j) * MvPolynomial.X j)
  have hev : ∀ k y, MvPolynomial.eval y (p k) = y ⬝ᵥ B k *ᵥ y := by
    intro k y
    simp [p, dotProduct, Matrix.mulVec, Finset.mul_sum]
  -- polarisation: a symmetric matrix with vanishing quadratic form is zero
  have hp : ∀ k ∈ s, p k ≠ 0 := by
    intro k hk hz
    apply h0 k hk
    have h : ∀ y : ι → ℝ, y ⬝ᵥ B k *ᵥ y = 0 := fun y => by rw [← hev, hz, map_zero]
    ext a b
    have h1 := h (Pi.single a 1)
    have h2 := h (Pi.single b 1)
    have h3 := h (Pi.single a 1 + Pi.single b 1)
    simp only [Matrix.mulVec_add, add_dotProduct, dotProduct_add, Matrix.mulVec_single_one,
      single_one_dotProduct, Matrix.col_apply] at h1 h2 h3
    have h4 := (hB k hk).apply a b
    rw [Matrix.zero_apply]
    linarith
  -- a product of nonzero polynomials cannot vanish everywhere
  by_contra hcon
  push Not at hcon
  refine Finset.prod_ne_zero_iff.2 hp (MvPolynomial.funext fun y => ?_)
  obtain ⟨k, hk, hky⟩ := hcon y
  rw [map_prod, map_zero]
  exact Finset.prod_eq_zero hk ((hev k y).trans hky)

omit [DecidableEq ι] in
/-- Stretching a collinear configuration by `√k` raises the Gaussian to the power `k`. -/
theorem ecg_stretch (B : Matrix ι ι ℝ) (y : ι → ℝ) (v : E) (k : ℕ) :
    ecg B (fun i => (√(k : ℝ) * y i) • v)
      = Real.exp (-(‖v‖ ^ 2 * (y ⬝ᵥ B *ᵥ y))) ^ k := by
  have hk : √(k : ℝ) * √(k : ℝ) = k := Real.mul_self_sqrt (Nat.cast_nonneg k)
  rw [← Real.exp_nat_mul, ecg, mul_neg]
  congr 2
  simp only [real_inner_smul_left, real_inner_smul_right, real_inner_self_eq_norm_sq,
    dotProduct, Matrix.mulVec, Finset.mul_sum]
  refine Finset.sum_congr rfl fun i _ => Finset.sum_congr rfl fun j _ => ?_
  linear_combination (B i j * y i * y j * ‖v‖ ^ 2) * hk

/-- If a weighted sum of `k`-th powers vanishes for every `k`, then the weights that belong to
any one value `t` add up to zero. -/
theorem sum_level_eq_zero {κ : Type*} [Fintype κ] (c r : κ → ℝ)
    (h : ∀ k : ℕ, ∑ a, c a * r a ^ k = 0) (t : ℝ) :
    ∑ a with r a = t, c a = 0 := by
  have hp : ∀ p : Polynomial ℝ, ∑ a, c a * p.eval (r a) = 0 := by
    intro p
    simp_rw [Polynomial.eval_eq_sum_range, Finset.mul_sum]
    rw [Finset.sum_comm]
    refine Finset.sum_eq_zero fun k _ => ?_
    rw [← mul_zero (p.coeff k), ← h k, Finset.mul_sum]
    exact Finset.sum_congr rfl fun a _ => by ring
  -- a polynomial that vanishes at every `r b` other than `t`
  obtain ⟨P, hP⟩ : ∃ P : Polynomial ℝ, P = ∏ b with r b ≠ t,
      (Polynomial.X - Polynomial.C (r b)) := ⟨_, rfl⟩
  have hne : P.eval t ≠ 0 := by
    rw [hP, Polynomial.eval_prod, Finset.prod_ne_zero_iff]
    intro b hb
    simp only [Polynomial.eval_sub, Polynomial.eval_X, Polynomial.eval_C]
    exact sub_ne_zero.2 (Ne.symm (Finset.mem_filter.1 hb).2)
  have h1 : (∑ a with r a = t, c a) * P.eval t = 0 := by
    refine Eq.trans ?_ (hp P)
    rw [Finset.sum_filter, Finset.sum_mul]
    refine Finset.sum_congr rfl fun a _ => ?_
    by_cases ha : r a = t
    · rw [if_pos ha, ha]
    · have hz : P.eval (r a) = 0 := by
        rw [hP, Polynomial.eval_prod]
        exact Finset.prod_eq_zero (i := a) (by simp [ha]) (by simp)
      rw [if_neg ha, hz, zero_mul, mul_zero]
  exact (mul_eq_zero.1 h1).resolve_right hne

variable [Nontrivial E]

/-- For a symmetric exponent matrix `A` and positions in a nonzero Euclidean space,
antisymmetrisation destroys the Gaussian exactly when some odd permutation has `Pᵀ A P = A`. -/
theorem antisymmetrise_eq_zero_iff (A : Matrix ι ι ℝ) (hA : A.IsSymm) :
    (∀ x : ι → E, antisymmetrise (ecg A) x = 0) ↔
      ∃ σ : Equiv.Perm ι, Equiv.Perm.sign σ = -1 ∧ relabel σ A = A := by
  constructor
  · intro h
    by_contra hno
    obtain ⟨v, hv⟩ := exists_ne (0 : E)
    -- a configuration that tells `A` from all its different relabellings
    obtain ⟨y, hy⟩ := exists_generic_point
      (Finset.univ.filter fun σ : Equiv.Perm ι => relabel σ A ≠ A)
      (fun σ => relabel σ A - A)
      (fun σ _ => Matrix.IsSymm.ext fun i j => by
        rw [Matrix.sub_apply, Matrix.sub_apply, relabel_apply, relabel_apply,
          hA.apply (σ i) (σ j), hA.apply i j])
      (fun σ hσ => sub_ne_zero.2 (Finset.mem_filter.1 hσ).2)
    have hsum := sum_level_eq_zero
      (fun σ : Equiv.Perm ι => ((Equiv.Perm.sign σ : ℤ) : ℝ))
      (fun σ => Real.exp (-(‖v‖ ^ 2 * (y ⬝ᵥ relabel σ A *ᵥ y))))
      (fun k => by
        have hk := h (fun i => (√(k : ℝ) * y i) • v)
        rw [antisymmetrise_ecg] at hk
        simpa only [ecg_stretch] using hk)
      (Real.exp (-(‖v‖ ^ 2 * (y ⬝ᵥ A *ᵥ y))))
    -- only permutations that fix `A` remain, and all of them are even
    refine absurd hsum (ne_of_gt (Finset.sum_pos (fun σ hσ => ?_) ⟨1, ?_⟩))
    · have hr := neg_injective (Real.exp_injective (Finset.mem_filter.1 hσ).2)
      have hq := mul_left_cancel₀ (pow_ne_zero 2 (norm_ne_zero_iff.2 hv)) hr
      have hfix : relabel σ A = A := by
        by_contra hne
        apply hy σ (Finset.mem_filter.2 ⟨Finset.mem_univ σ, hne⟩)
        rw [Matrix.sub_mulVec, dotProduct_sub, hq, sub_self]
      have hs : Equiv.Perm.sign σ = 1 :=
        (Int.units_eq_one_or _).resolve_right fun h' => hno ⟨σ, h', hfix⟩
      simp [hs]
    · have h1 : relabel 1 A = A := by
        ext i j
        rw [relabel_apply, Equiv.Perm.one_apply, Equiv.Perm.one_apply]
      exact Finset.mem_filter.2 ⟨Finset.mem_univ _, by rw [h1]⟩
  · rintro ⟨τ, hodd, hfix⟩ x
    -- reindexing by the odd symmetry turns the sum into its negative
    have h2 : antisymmetrise (ecg A) x = -antisymmetrise (ecg A) x := by
      unfold antisymmetrise
      rw [← Finset.sum_neg_distrib]
      refine (Equiv.sum_comp (Equiv.mulRight τ)
        (fun σ => ((Equiv.Perm.sign σ : ℤ) : ℝ) * ecg A (x ∘ σ))).symm.trans
        (Finset.sum_congr rfl fun σ _ => ?_)
      have h3 : ecg A (x ∘ ⇑(σ * τ)) = ecg A (x ∘ σ) := by
        have h4 := ecg_relabel τ A (x ∘ σ)
        rw [hfix] at h4
        exact h4
      simp only [Equiv.coe_mulRight, h3, Equiv.Perm.sign_mul, hodd]
      push_cast
      ring
    linarith

/-- For positions in a nonzero space, if the diagonal entries of a symmetric `A` are pairwise
distinct, the Gaussian survives antisymmetrisation. -/
theorem survives_of_distinct_diagonal (A : Matrix ι ι ℝ) (hA : A.IsSymm)
    (hd : Function.Injective fun i => A i i) :
    ∃ x : ι → E, antisymmetrise (ecg A) x ≠ 0 := by
  by_contra hcon
  push Not at hcon
  obtain ⟨σ, hodd, hfix⟩ := (antisymmetrise_eq_zero_iff A hA).1 hcon
  have h1 : σ = 1 := Equiv.ext fun i => hd (by
    have h := congrFun (congrFun hfix i) i
    rw [relabel_apply] at h
    exact h)
  rw [h1, Equiv.Perm.sign_one] at hodd
  exact absurd hodd (by decide)

/-- For two particles with positions in a nonzero space and symmetric `A`, antisymmetrisation
destroys the Gaussian exactly when the two diagonal entries of `A` are equal. -/
theorem two_particle_iff (A : Matrix (Fin 2) (Fin 2) ℝ) (hA : A.IsSymm) :
    (∀ x : Fin 2 → E, antisymmetrise (ecg A) x = 0) ↔ A 0 0 = A 1 1 := by
  rw [antisymmetrise_eq_zero_iff A hA]
  constructor
  · rintro ⟨σ, hodd, hfix⟩
    have hσ : ∀ σ : Equiv.Perm (Fin 2), Equiv.Perm.sign σ = -1 → σ 0 = 1 := by decide
    have h := congrFun (congrFun hfix 0) 0
    rw [relabel_apply, hσ σ hodd] at h
    exact h.symm
  · intro h
    refine ⟨Equiv.swap 0 1, Equiv.Perm.sign_swap (by decide), ?_⟩
    have h01 := hA.apply 0 1
    ext i j
    rw [relabel_apply]
    fin_cases i <;> fin_cases j <;> simp [h, h01]

end

end AntisymmetrisedGaussian
```

```lean
#print axioms AntisymmetrisedGaussian.antisymmetrise_eq_zero_iff
-- 'AntisymmetrisedGaussian.antisymmetrise_eq_zero_iff' depends on axioms: [propext, Classical.choice, Quot.sound]
#print axioms AntisymmetrisedGaussian.survives_of_distinct_diagonal
-- 'AntisymmetrisedGaussian.survives_of_distinct_diagonal' depends on axioms: [propext, Classical.choice, Quot.sound]
#print axioms AntisymmetrisedGaussian.two_particle_iff
-- 'AntisymmetrisedGaussian.two_particle_iff' depends on axioms: [propext, Classical.choice, Quot.sound]
```

## How the lemmas carry the argument

`relabel_apply` computes the entries of PᵀAP. `ecg_relabel` is the renaming of summation indices, done by applying `Equiv.sum_comp` to the inner and then the outer sum. `antisymmetrise_ecg` sums over inverses to pass from permuted positions to permuted matrices.

`exists_generic_point` supplies y. It writes each quadratic form as an `MvPolynomial`, and the hypotheses `h1`, `h2`, `h3` evaluate it at e_a, e_b and e_a + e_b. With symmetry in `h4`, `linarith` concludes that the matrix entry is zero. If no common point existed, the product of the polynomials would vanish everywhere; `MvPolynomial.funext` would make it the zero polynomial, contradicting `Finset.prod_ne_zero_iff`.

`ecg_stretch` is the identity that produces k-th powers, with √k · √k = k fed to `linear_combination`. `sum_level_eq_zero` isolates one value: `hp` extends the vanishing from powers to all polynomials, and `P` is the product that is zero at every `r b` other than `t`.

In the main theorem, the first direction combines these three lemmas into `hsum`, the statement that the signs at the identity's value sum to zero. `Finset.sum_pos` contradicts it. For each remaining permutation, injectivity of the exponential and cancellation of |v|² give equal quadratic forms, the choice of y gives `hfix`, and the assumption `hno` then forces the sign to be +1. The second direction reindexes with `Equiv.mulRight τ` to obtain `h2`, the equation S = −S.

`survives_of_distinct_diagonal` and `two_particle_iff` apply the main theorem and compare diagonal entries. In the two-particle case, `decide` checks that an odd permutation sends 0 to 1, and `fin_cases` verifies the four matrix entries for the converse.
